# In the Born model, a larger Madelung constant does not by itself give an ionic crystal the lower energy

A comparison of candidate structures of a salt by their minimum energies takes each one relaxed to its own equilibrium geometry, which in the model below means a single ion distance. Comparing Madelung constants alone skips the relaxation. It ranks the electrostatic energies at one shared distance, but a structure with more neighbours also has more short-range repulsion, which pushes its ions further apart and weakens the attraction.

In the Born model both effects can be worked out in closed form. Each structure has exactly one energy minimum. If two structures share the same repulsion law between neighbours, the one with the larger value of $M^n/z$ lies lower, where $M$ is the Madelung constant referred to the nearest-neighbour distance, $z$ the number of nearest neighbours and $n>1$ the repulsion exponent. For a calculation with this model energy, the criterion ranks the relaxed structures without a minimisation. It does not settle the structure of a real salt, because the model is static, has the ion distance as its only free coordinate and leaves out contributions such as dispersion.

In Lean 4 with Mathlib:

```lean
import Mathlib

open Set

namespace BornMadelungStability

noncomputable section
```

## Attraction and repulsion at one distance

Let $r$ be the nearest-neighbour distance. Per ion pair, the energy is

$$E(r) = -\frac{M}{r} + \frac{z\,b}{r^n}.$$

The first term is the Coulomb energy of the lattice per ion pair, in units where the Coulomb prefactor, ionic charges included, is one. The Madelung constant must therefore refer to the nearest-neighbour distance and not to the lattice constant. The second term stands for the repulsion of overlapping closed electron shells, with strength $b$ for each of the $z$ neighbours. Many textbooks use a single coefficient for the product $zb$; here the two factors stay separate, because $z$ changes with the structure.

```lean
/-- Born energy of an ionic crystal at ion distance `r > 0`: Madelung attraction `-M/r` plus
the repulsion `b/r^n` from each of `z` neighbours. -/
def bornEnergy (M z b n r : ℝ) : ℝ := -M / r + z * b / r ^ n
```

All arguments of `bornEnergy` are real numbers, so $n$ need not be an integer and $z$ may be any positive real. No lattice appears. The step to a real crystal is to accept that its energy has this form, with $M$ equal to the lattice sum of the structure in question. Thermal motion, dispersion forces and repulsion between more distant ions are left out of the model.

## Equilibrium as a global minimum

A vanishing force would also hold at a maximum or at a merely local minimum. Equilibrium is therefore defined by the energy itself: $r$ is an equilibrium distance if $r>0$ and $E(r)\le E(s)$ for every $s>0$.

```lean
/-- An equilibrium distance is a positive distance at which the Born energy is least among
all positive distances. -/
def IsEquilibrium (M z b n r : ℝ) : Prop :=
  0 < r ∧ IsMinOn (bornEnergy M z b n) (Ioi 0) r
```

`Ioi 0` is the set of positive reals. `IsMinOn` does not itself require $r$ to belong to that set, so `0 < r` is a separate condition.

## The distance at which the forces balance

Setting the derivative to zero gives

$$E'(r)=\frac{M}{r^2}-\frac{n z b}{r^{n+1}}=0
\quad\Longrightarrow\quad r^{\,n-1}=\frac{n z b}{M}.$$

For $n>1$ this has one positive solution, the candidate

$$r_0=\left(\frac{n z b}{M}\right)^{1/(n-1)}.$$

```lean
/-- The distance `(n z b / M)^(1/(n-1))`, for `M, z, b > 0` and `n > 1`. -/
def eqDistance (M z b n : ℝ) : ℝ := (n * z * b / M) ^ (1 / (n - 1))
```

With $M, z, b>0$ and $n>1$, the base is positive, and so is its real power.

```lean
variable {M z b n r : ℝ}

/-- For positive `M, z, b` and `n > 1` the distance `eqDistance` is positive. -/
theorem eqDistance_pos (hM : 0 < M) (hz : 0 < z) (hb : 0 < b) (hn : 1 < n) :
    0 < eqDistance M z b n := by
  have hn0 : 0 < n := by linarith
  exact Real.rpow_pos_of_pos (by positivity) _
```

Raising $r_0$ to the power $n-1$ cancels the exponent and returns the balance condition $r_0^{\,n-1}=nzb/M$.

```lean
/-- Force balance: for positive `M, z, b` and `n > 1`, the distance `r₀ = eqDistance`
satisfies `r₀^(n-1) = n z b / M`. -/
theorem force_balance (hM : 0 < M) (hz : 0 < z) (hb : 0 < b) (hn : 1 < n) :
    eqDistance M z b n ^ (n - 1) = n * z * b / M := by
  have hn0 : 0 < n := by linarith
  have hn1 : n - 1 ≠ 0 := by linarith
  have hpos : 0 ≤ n * z * b / M := by positivity
  unfold eqDistance
  rw [← Real.rpow_mul hpos, one_div_mul_cancel hn1, Real.rpow_one]
```

The formal proof takes no derivative. `force_balance` is an identity about the formula for $r_0$: `Real.rpow_mul` multiplies the two exponents, and their product is one. That $r_0$ really is the minimum is shown separately below.

The condition $n>1$ makes the repulsion steeper than the attraction. At $n=1$ the energy is $(zb-M)/r$, which has no minimum if $zb\neq M$, so $n\ge 1$ would not be enough.

## One curve for all structures

Measure the distance through $x=r_0/r$, which is one at the candidate and grows under compression. The attraction becomes $-(M/r_0)\,x$. For the repulsion, the force balance gives $zb=M r_0^{\,n-1}/n$, hence

$$\frac{zb}{r^n}=\frac{M r_0^{\,n-1}}{n}\cdot\frac{x^n}{r_0^{\,n}}=\frac{M}{r_0}\,\frac{x^n}{n}.$$

Together,

$$E(r)=\frac{M}{r_0}\left(\frac{x^n}{n}-x\right).$$

For a given $n$, all structures share the same curve in $x$ and differ only in the energy scale $M/r_0$ and the length scale $r_0$.

```lean
/-- For positive `M, z, b, r` and `n > 1`, the Born energy in the reduced variable `x = r₀/r`,
with `r₀ = eqDistance`, is `(M/r₀) (x^n/n - x)`. -/
theorem bornEnergy_reduced (hM : 0 < M) (hz : 0 < z) (hb : 0 < b) (hn : 1 < n)
    (hr : 0 < r) :
    bornEnergy M z b n r = M / eqDistance M z b n *
      ((eqDistance M z b n / r) ^ n / n - eqDistance M z b n / r) := by
  have hn0 : 0 < n := by linarith
  have h0 := eqDistance_pos hM hz hb hn
  have hbal := force_balance hM hz hb hn
  rw [Real.rpow_sub_one h0.ne', div_eq_div_iff h0.ne' hM.ne'] at hbal
  -- the force balance eliminates the repulsion strength
  have hzb : z * b = M * eqDistance M z b n ^ n / (n * eqDistance M z b n) := by
    rw [eq_div_iff (by positivity)]
    linear_combination -hbal
  have hB := Real.rpow_pos_of_pos hr n
  unfold bornEnergy
  rw [Real.div_rpow h0.le hr.le, hzb]
  clear hbal hzb
  generalize eqDistance M z b n = s at h0 ⊢
  generalize r ^ n = B at hB ⊢
  generalize s ^ n = A
  field_simp
  ring
```

The intermediate claim `hzb` is the elimination of $zb$, written with $r_0^{\,n}/r_0$ in place of $r_0^{\,n-1}$. The `generalize` steps then replace the powers by plain letters, after which the identity is ordinary algebra for `field_simp` and `ring`.

At $r=r_0$ we have $x=1$, and the energy is

$$E(r_0)=\frac{M}{r_0}\left(\frac1n-1\right)=-\frac{M}{r_0}\left(1-\frac1n\right).$$

The repulsion cancels a fraction $1/n$ of the Coulomb energy.

```lean
/-- For positive `M, z, b` and `n > 1`, the Born energy at `r₀ = eqDistance` is
`-(M/r₀) (1 - 1/n)`. -/
theorem bornEnergy_eqDistance (hM : 0 < M) (hz : 0 < z) (hb : 0 < b) (hn : 1 < n) :
    bornEnergy M z b n (eqDistance M z b n) =
      -(M / eqDistance M z b n * (1 - 1 / n)) := by
  have h0 := eqDistance_pos hM hz hb hn
  rw [bornEnergy_reduced hM hz hb hn h0, div_self h0.ne', Real.one_rpow]
  ring
```

## No other distance is as low

Bernoulli's inequality in its strict form says that, for $x>0$, $x\ne1$ and $n>1$,

$$x^n>1+n(x-1).$$

Geometrically, the curve $x^n$ lies above its tangent at $x=1$. Dividing by $n$ and subtracting $x$ gives

$$\frac{x^n}{n}-x>\frac1n+(x-1)-x=-\left(1-\frac1n\right).$$

Multiplication by the positive factor $M/r_0$ turns this into $E(r)>E(r_0)$ for every positive $r\neq r_0$. So $r_0$ is a global minimiser, and it is the only one.

```lean
/-- For positive `M, z, b` and `n > 1` the Born energy has exactly one equilibrium distance,
namely `(n z b / M)^(1/(n-1))`. -/
theorem isEquilibrium_iff (hM : 0 < M) (hz : 0 < z) (hb : 0 < b) (hn : 1 < n) :
    IsEquilibrium M z b n r ↔ r = eqDistance M z b n := by
  have hn0 : 0 < n := by linarith
  have h0 := eqDistance_pos hM hz hb hn
  -- every other distance has strictly higher energy, by the strict Bernoulli inequality
  have strict : ∀ s, 0 < s → s ≠ eqDistance M z b n →
      bornEnergy M z b n (eqDistance M z b n) < bornEnergy M z b n s := by
    intro s hs hne
    rw [bornEnergy_eqDistance hM hz hb hn, bornEnergy_reduced hM hz hb hn hs]
    have hx : 0 < eqDistance M z b n / s := div_pos h0 hs
    have hx1 : eqDistance M z b n / s ≠ 1 := fun h =>
      hne ((div_eq_one_iff_eq hs.ne').mp h).symm
    have hc : 0 < M / eqDistance M z b n := div_pos hM h0
    generalize eqDistance M z b n / s = x at hx hx1 ⊢
    have hB := one_add_mul_self_lt_rpow_one_add (s := x - 1) (by linarith)
      (sub_ne_zero.mpr hx1) hn
    have e : 1 + (x - 1) = x := by ring
    rw [e] at hB
    have key : -(1 - 1 / n) < x ^ n / n - x := by
      have h1 : (1 + n * (x - 1)) / n < x ^ n / n := div_lt_div_of_pos_right hB hn0
      have h2 : (1 + n * (x - 1)) / n = 1 / n + (x - 1) := by
        rw [add_div, mul_div_cancel_left₀ _ hn0.ne']
      linarith
    calc -(M / eqDistance M z b n * (1 - 1 / n))
        = M / eqDistance M z b n * (-(1 - 1 / n)) := by ring
      _ < _ := mul_lt_mul_of_pos_left key hc
  constructor
  · rintro ⟨hr, hmin⟩
    by_contra hne
    exact absurd (isMinOn_iff.mp hmin _ h0) (not_le_of_gt (strict r hr hne))
  · intro h
    rw [h]
    refine ⟨h0, isMinOn_iff.mpr fun s hs => ?_⟩
    rcases eq_or_ne s (eqDistance M z b n) with h | h
    · rw [h]
    · exact (strict s hs h).le
```

The statement is an equivalence: $r$ is an equilibrium distance exactly when $r=r_0$. Read from right to left it gives existence, and from left to right uniqueness. The block `strict` contains the argument above, with `one_add_mul_self_lt_rpow_one_add` supplying Bernoulli's inequality for $1+s$ with $s=x-1$. For uniqueness, a second minimiser would have to be no higher than $r_0$, which `strict` contradicts.

## Comparing two relaxed structures

Now take structures 1 and 2 with constants $M_1,z_1$ and $M_2,z_2$, and with the same $b$ and $n$. Physically, this supposes that the repulsion between two neighbouring ions depends on their distance and not on the structure around them.

Both minimum energies contain the positive factor $1-1/n$, so structure 1 is lower exactly when its scale $M/r_0$ is larger. The force balance removes $r_0$ from that scale:

$$\left(\frac{M}{r_0}\right)^{n-1}=\frac{M^{n-1}}{nzb/M}=\frac{1}{nb}\,\frac{M^n}{z}.$$

Since $n-1>0$, raising positive numbers to this power preserves their order. The common factor $1/(nb)$ drops out, and

$$E_1(r_1)<E_2(r_2)\iff \frac{M_1^n}{z_1}>\frac{M_2^n}{z_2},$$

where $r_1$ and $r_2$ are the respective equilibrium distances.

```lean
variable {M₁ M₂ z₁ z₂ r₁ r₂ : ℝ}

/-- Two structures with positive `M`, `z` and common `b > 0`, `n > 1` are compared at their
equilibrium distances: the first has the lower energy exactly when `M₁^n/z₁ > M₂^n/z₂`. -/
theorem lower_energy_iff (hM₁ : 0 < M₁) (hM₂ : 0 < M₂) (hz₁ : 0 < z₁) (hz₂ : 0 < z₂)
    (hb : 0 < b) (hn : 1 < n)
    (h₁ : IsEquilibrium M₁ z₁ b n r₁) (h₂ : IsEquilibrium M₂ z₂ b n r₂) :
    bornEnergy M₁ z₁ b n r₁ < bornEnergy M₂ z₂ b n r₂ ↔
      M₁ ^ n / z₁ > M₂ ^ n / z₂ := by
  have hn0 : 0 < n := by linarith
  have hc : 0 < 1 - 1 / n := sub_pos.mpr ((div_lt_one hn0).mpr hn)
  -- the depth of the minimum is governed by M^n / z
  have depth : ∀ M z : ℝ, 0 < M → 0 < z →
      (M / eqDistance M z b n) ^ (n - 1) = M ^ n / z / (n * b) := by
    intro M z hM hz
    rw [Real.div_rpow hM.le (eqDistance_pos hM hz hb hn).le,
      force_balance hM hz hb hn, Real.rpow_sub_one hM.ne']
    generalize M ^ n = A
    field_simp
  have compare : M₂ ^ n / z₂ < M₁ ^ n / z₁ ↔
      M₂ / eqDistance M₂ z₂ b n < M₁ / eqDistance M₁ z₁ b n := by
    refine (div_lt_div_iff_of_pos_right (mul_pos hn0 hb)).symm.trans ?_
    rw [← depth M₁ z₁ hM₁ hz₁, ← depth M₂ z₂ hM₂ hz₂]
    exact Real.rpow_lt_rpow_iff (div_pos hM₂ (eqDistance_pos hM₂ hz₂ hb hn)).le
      (div_pos hM₁ (eqDistance_pos hM₁ hz₁ hb hn)).le (by linarith)
  rw [(isEquilibrium_iff hM₁ hz₁ hb hn).mp h₁, (isEquilibrium_iff hM₂ hz₂ hb hn).mp h₂,
    bornEnergy_eqDistance hM₁ hz₁ hb hn, bornEnergy_eqDistance hM₂ hz₂ hb hn, gt_iff_lt,
    compare]
  constructor
  · intro h
    exact lt_of_mul_lt_mul_right (neg_lt_neg_iff.mp h) hc.le
  · intro h
    exact neg_lt_neg (mul_lt_mul_of_pos_right h hc)
```

The hypotheses `h₁` and `h₂` say that each structure has been relaxed. By `isEquilibrium_iff`, such distances exist and are unique, so two definite energies are being compared. In the proof, `depth` is the displayed formula for $(M/r_0)^{n-1}$, and `compare` uses the monotonicity of the power. The last lines restore the factor $1-1/n$ and the minus sign, which reverses the inequality.

## How steep the repulsion has to be

Suppose that structure 1 has the larger Madelung constant, $M_1>M_2$. The criterion can be written as $(M_1/M_2)^n>z_1/z_2$. Taking logarithms and dividing by $\log(M_1/M_2)>0$ gives

$$n>\frac{\log(z_1/z_2)}{\log(M_1/M_2)}.$$

If $z_1\le z_2$, the right-hand side is at most zero and structure 1 is lower for every $n>1$. If it has more neighbours, the right-hand side is positive, and where it exceeds one the electrostatic advantage prevails only for a steep enough repulsion. A very steep repulsion acts like a hard contact between ions: the distance hardly responds to the number of neighbours, and the Madelung constant then decides.

```lean
/-- Let two structures with positive `M`, `z` share the same `b > 0` and `n > 1`. If structure 1 has
the larger Madelung constant, it has the lower equilibrium energy exactly when `n` exceeds
`log(z₁/z₂) / log(M₁/M₂)`. -/
theorem lower_energy_iff_exponent (hM₂ : 0 < M₂) (hM : M₂ < M₁) (hz₁ : 0 < z₁)
    (hz₂ : 0 < z₂) (hb : 0 < b) (hn : 1 < n)
    (h₁ : IsEquilibrium M₁ z₁ b n r₁) (h₂ : IsEquilibrium M₂ z₂ b n r₂) :
    bornEnergy M₁ z₁ b n r₁ < bornEnergy M₂ z₂ b n r₂ ↔
      Real.log (z₁ / z₂) / Real.log (M₁ / M₂) < n := by
  have hM₁ : 0 < M₁ := hM₂.trans hM
  have hq : 0 < M₁ / M₂ := div_pos hM₁ hM₂
  have hlog : 0 < Real.log (M₁ / M₂) := Real.log_pos ((one_lt_div hM₂).mpr hM)
  rw [lower_energy_iff hM₁ hM₂ hz₁ hz₂ hb hn h₁ h₂, gt_iff_lt, div_lt_iff₀ hlog,
    ← Real.log_rpow hq,
    Real.log_lt_log_iff (div_pos hz₁ hz₂) (Real.rpow_pos_of_pos hq n),
    Real.div_rpow hM₁.le hM₂.le, div_lt_div_iff₀ hz₂ hz₁,
    div_lt_div_iff₀ hz₂ (Real.rpow_pos_of_pos hM₂ n), mul_comm (M₂ ^ n) z₁]
```

The proof replaces the energy comparison by the criterion of `lower_energy_iff`. It then removes the logarithms from the threshold condition, using `hlog` for the sign of the denominator, and clears fractions until the two inequalities agree.

## Rock salt against caesium chloride

Rock salt has $M=1.7476$ and $z=6$; caesium chloride has $M=1.7627$ and $z=8$. For $n=9$,

$$\frac{1.7476^9}{6}\approx 25.3,\qquad \frac{1.7627^9}{8}\approx 20.5.$$

Rock salt therefore has the lower minimum, although its Madelung constant is smaller. With these constants, the threshold for caesium chloride to win is an exponent of about 33.

```lean
/-- For `n = 9` and a common `b > 0`, rock salt (`M = 1.7476`, `z = 6`) has a lower equilibrium
energy than caesium chloride (`M = 1.7627`, `z = 8`), whose Madelung constant is larger. -/
theorem rockSalt_below_caesiumChloride (hb : 0 < b)
    (h₁ : IsEquilibrium 1.7476 6 b 9 r₁) (h₂ : IsEquilibrium 1.7627 8 b 9 r₂) :
    bornEnergy 1.7476 6 b 9 r₁ < bornEnergy 1.7627 8 b 9 r₂ := by
  have hpow : ∀ x : ℝ, x ^ (9 : ℝ) = x ^ (9 : ℕ) := fun x => by
    exact_mod_cast Real.rpow_natCast x 9
  rw [lower_energy_iff (by norm_num) (by norm_num) (by norm_num) (by norm_num) hb
    (by norm_num) h₁ h₂, hpow, hpow]
  norm_num

end

end BornMadelungStability
```

The names refer to structure types, not to the compounds NaCl and CsCl, and the comparison holds for every common $b>0$. It is not a prediction for every salt: the compound CsCl itself adopts the caesium chloride structure under ordinary conditions. The rounded Madelung constants are treated as the exact decimals shown. After `hpow` turns the real exponent 9 into a natural number, `norm_num` decides the resulting inequality between rational numbers.

```lean
#print axioms BornMadelungStability.lower_energy_iff_exponent
#print axioms BornMadelungStability.rockSalt_below_caesiumChloride
```

```
'BornMadelungStability.lower_energy_iff_exponent' depends on axioms: [propext, Classical.choice, Quot.sound]
'BornMadelungStability.rockSalt_below_caesiumChloride' depends on axioms: [propext, Classical.choice, Quot.sound]
```

## The size of the energy difference

The same formula for the energy scale also tells how far apart the minima lie. Dividing it for the two structures and taking the root of order $n-1$ gives

$$\frac{E_1(r_1)}{E_2(r_2)}=\left(\frac{M_1^n/z_1}{M_2^n/z_2}\right)^{1/(n-1)}.$$

With rock salt as structure 1, caesium chloride as structure 2 and $n=9$, the ratio is about $1.027$. The rock salt minimum is thus deeper by less than three per cent. If $b$ were allowed to differ between the two structures, the order would reverse once $b$ was more than about 23 per cent larger in rock salt. This ratio is an addition to the checked theorems, obtained from the derivation above.
